# The potentials of a modulated charge sheet's periodic images above the cell sum as a geometric series

A charge sheet of unit amplitude, modulated in its plane with wavenumber g > 0, has at height z a potential of amplitude (2π/g) exp(−g|z|) in Gaussian units. The lemma takes identical sheets at heights L, 2L, 3L and so on, with L > 0, and a point at height z ≤ L. It states that their potentials there form a convergent series with sum (2π/g) exp(gz)/(exp(gL) − 1). The proof starts from the geometric series of ratio exp(−gL), multiplied by a constant, and then rewrites the terms and the sum of the stated series to match it.

The first attempt, which Lean rejects:

```lean
import Mathlib

open Real Filter Topology

namespace HasSumImagesAbove

noncomputable section

/-- Potential at height `z` of a unit charge sheet at height zero, modulated in the plane with
wavenumber `g > 0` (Gaussian units). -/
def planeKernel (g z : ℝ) : ℝ := 2 * π / g * exp (-g * |z|)

/-- For `g, L > 0` and `z ≤ L`, the images above the cell form a geometric series with
sum `(2π/g) exp(gz) / (exp(gL) - 1)`. -/
theorem hasSum_images_above {g L z : ℝ} (hg : 0 < g) (hL : 0 < L) (hz : z ≤ L) :
    HasSum (fun n : ℕ => planeKernel g (z - ((n : ℝ) + 1) * L))
      (2 * π / g * (exp (g * z) / (exp (g * L) - 1))) := by
  have hE : 0 < exp (g * L) - 1 := sub_pos.mpr (one_lt_exp_iff.mpr (mul_pos hg hL))
  have hq : exp (-g * L) < 1 := exp_lt_one (by nlinarith [mul_pos hg hL])
  have hEq : exp (g * L) * exp (-g * L) = 1 := by
    rw [← exp_add, show g * L + -g * L = 0 by ring, exp_zero]
  have geo := (hasSum_geometric_of_lt_one (exp_pos (-g * L)).le hq).mul_left
    (2 * π / g * (exp (g * z) * exp (-g * L)))
  -- each image is weaker than the previous one by the factor exp(-gL)
  have hterm : (fun n : ℕ => planeKernel g (z - ((n : ℝ) + 1) * L)) =
      fun n : ℕ => 2 * π / g * (exp (g * z) * exp (-g * L)) * exp (-g * L) ^ n := by
    funext n
    have hn : z - ((n : ℝ) + 1) * L ≤ 0 := by
      nlinarith [mul_nonneg (Nat.cast_nonneg (α := ℝ) n) hL.le]
    rw [planeKernel, abs_of_nonpos hn, mul_assoc, ← exp_nat_mul, ← exp_add, ← exp_add]
    congr 2
    ring
  have hval : exp (g * z) / (exp (g * L) - 1) =
      exp (g * z) * exp (-g * L) / (1 - exp (-g * L)) := by
    rw [div_eq_div_iff hE.ne' (sub_pos.mpr hq).ne']
    linear_combination (-exp (g * z)) * hEq
  rw [hterm, hval, div_eq_mul_inv (exp (g * z) * exp (-g * L)), ← mul_assoc]
  exact geo

end

end HasSumImagesAbove
```

The compiler's answer:

```
Main.lean:19:32: error(lean.unknownIdentifier): Unknown identifier `exp_lt_one`
Main.lean:38:2: error: Type mismatch
  geo
has type
  HasSum (fun i => 2 * π / g * (rexp (g * z) * rexp (-g * L)) * rexp (-g * L) ^ i)
    (2 * π / g * (rexp (g * z) * rexp (-g * L)) * (1 - rexp (-g * L))⁻¹)
but is expected to have type
  HasSum (fun n => 2 * π / g * rexp (g * z) * rexp (-g * L) * rexp (-g * L) ^ n)
    (2 * π / g * (rexp (g * z) * rexp (-g * L) * (1 - rexp (-g * L))⁻¹))
```

Lean accepts the file once it reads:

```diff
@@ -17,5 +17,5 @@
       (2 * π / g * (exp (g * z) / (exp (g * L) - 1))) := by
   have hE : 0 < exp (g * L) - 1 := sub_pos.mpr (one_lt_exp_iff.mpr (mul_pos hg hL))
-  have hq : exp (-g * L) < 1 := exp_lt_one (by nlinarith [mul_pos hg hL])
+  have hq : exp (-g * L) < 1 := Real.exp_lt_one_iff.mpr (by nlinarith [mul_pos hg hL])
   have hEq : exp (g * L) * exp (-g * L) = 1 := by
     rw [← exp_add, show g * L + -g * L = 0 by ring, exp_zero]
@@ -35,5 +35,8 @@
     rw [div_eq_div_iff hE.ne' (sub_pos.mpr hq).ne']
     linear_combination (-exp (g * z)) * hEq
-  rw [hterm, hval, div_eq_mul_inv (exp (g * z) * exp (-g * L)), ← mul_assoc]
+  have hv : 2 * π / g * (exp (g * z) * exp (-g * L) / (1 - exp (-g * L))) =
+      2 * π / g * (exp (g * z) * exp (-g * L)) * (1 - exp (-g * L))⁻¹ :=
+    (mul_div_assoc _ _ _).symm.trans (div_eq_mul_inv _ _)
+  rw [hterm, hval, hv]
   exact geo
 
```

Diagnosis. The first message says that no lemma called `exp_lt_one` is in reach. The repair uses `Real.exp_lt_one_iff`, whose reverse direction turns a negative exponent into an exponential below 1.

The second message shows two products bracketed differently. The final `← mul_assoc` was needed in the sum, to group the prefactor `2 * π / g` with the two exponentials. But `rw` fixes its pattern at the first match and rewrites only copies of that instance. Here the match was `2 * π / g * (exp (g * z) * exp (-g * L))` inside the series' terms, which already had the right form. Those brackets were lost, the sum stayed as it was, and `geo` fitted neither part.

The repair states the regrouping of the sum as a separate equation, `hv`, proved from `mul_div_assoc` and `div_eq_mul_inv`. Its left side is the whole value of the sum, so rewriting with it leaves the terms alone, and `geo` then matches the goal.
